# Two first-order operators factorise the Coulomb radial problem and link l to l+1 at fixed energy

In a non-relativistic hydrogen atom, the 2s and 2p electrons feel different radial potentials, because only the 2p electron has a centrifugal barrier, and yet they have the same energy. The same holds for 3s, 3p and 3d. This raises the question of whether a solution of the radial equation for one angular momentum can be turned directly into a solution for the next, without solving the equation again.

## The pair of factorisations

Let $u(r)=rR(r)$ be the reduced radial function, with $R$ the radial part of the orbital. In atomic units, with nuclear charge $Z$ and angular momentum $l$, the radial operator is

$$H_l=-\frac12\frac{d^2}{dr^2}+\frac{l(l+1)}{2r^2}-\frac Zr .$$

Define

$$W(r)=\frac{Z}{l+1}-\frac{l+1}{r},\qquad A=\frac{d}{dr}+W,\qquad B=-\frac{d}{dr}+W .$$

For $l\neq-1$ and every $u$ that is twice differentiable on $r>0$,

$$BAu=2H_lu+\frac{Z^2}{(l+1)^2}u,\qquad ABu=2H_{l+1}u+\frac{Z^2}{(l+1)^2}u .$$

It follows that $A$ takes solutions for $l$ to solutions for $l+1$, and $B$ takes solutions for $l+1$ to solutions for $l$, at unchanged energy $E$. In either direction the result may be the zero function.

## Generating hydrogenic functions and testing radial solvers

For one non-relativistic electron in the field of a point charge, a code can build the radial functions of a shell by differentiating and multiplying by $W$, without solving the radial equation for each $l$. It starts from the function with the highest $l$ and applies $B$ repeatedly, lowering the value of $l$ in $W$ at each step. For example, the 2p function $r^2e^{-Zr/2}$ with $l=0$ in $B$ gives

$$B\,r^2e^{-Zr/2}=-3r\left(1-\frac{Zr}{2}\right)e^{-Zr/2},$$

which is the 2s function up to a factor.

The ladder also supplies a test for a numerical radial solver. With the bare potential $-Z/r$, energies from different $l$ channels of one shell must agree, and applying $A$ to a computed function must reproduce the function of the next channel up to a factor, or give zero if $l$ is already the highest in the shell. On a grid or in a finite basis, both can be expected only to within the numerical error, which includes the effect of cutting a grid off at a finite radius. A screened potential generally breaks the relation.

The operators do not preserve the norm. Write $\|u\|^2=\int_0^\infty|u|^2\,dr$. For a bound state with principal quantum number $n$, integration by parts gives $\|Au\|^2=\kappa\|u\|^2$ with

$$\kappa=Z^2\left(\frac1{(l+1)^2}-\frac1{n^2}\right),$$

so a normalised $u$ with $l+1<n$ yields the normalised function $Au/\sqrt\kappa$. The same $\kappa$ serves for $B$ acting on a state with angular momentum $l+1$.

## From the product rule to the ladder

The slope of $W$ is $W'=(l+1)/r^2$. By the product rule,

$$BAu=-(u'+Wu)'+W(u'+Wu)=-u''+(W^2-W')u,$$

$$ABu=(-u'+Wu)'+W(-u'+Wu)=-u''+(W^2+W')u,$$

since the terms $Wu'$ cancel in each line. Expanding the square gives

$$W^2=\frac{Z^2}{(l+1)^2}-\frac{2Z}{r}+\frac{(l+1)^2}{r^2}.$$

Subtracting $W'$ turns the last numerator into $(l+1)^2-(l+1)=l(l+1)$. Adding it gives $(l+1)^2+(l+1)=(l+1)(l+2)$. These are the centrifugal terms of $2H_l$ and $2H_{l+1}$, and both factorisations follow.

Now let $H_lu=Eu$ on $r>0$. The first factorisation becomes

$$BAu=\kappa u,\qquad \kappa=2E+\frac{Z^2}{(l+1)^2},$$

which agrees with the earlier $\kappa$ when $E=-Z^2/(2n^2)$. Since $Au$ already contains $u'$, its second derivative seems to need a third derivative of $u$. Written out, however, the relation reads $(Au)'=W\,Au-\kappa u$, and the right-hand side is differentiable. So $Au$ is twice differentiable, and the second factorisation applies to it:

$$\kappa Au=A(BAu)=(AB)Au=2H_{l+1}Au+\frac{Z^2}{(l+1)^2}Au .$$

Hence $H_{l+1}Au=E\,Au$. In the other direction, $H_{l+1}u=Eu$ gives $ABu=\kappa u$, so $(Bu)'=\kappa u-W\,Bu$ is differentiable. Applying $B$ and using the first factorisation gives $H_lBu=E\,Bu$.

The top of each shell comes from $f(r)=r^{l+1}e^{-Zr/(l+1)}$. Its derivative is

$$f'=\left(\frac{l+1}{r}-\frac{Z}{l+1}\right)f=-Wf,$$

so $Af=0$. Then $0=BAf=2H_lf+Z^2f/(l+1)^2$, and the energy is $-Z^2/(2(l+1)^2)$. For $Z>0$ and $l\ge0$ the normalised function is

$$\frac{1}{\sqrt{\Gamma(2l+3)}}\left(\frac{2Z}{l+1}\right)^{l+3/2}f(r).$$

## The isotropic oscillator by the same argument

Let $H^{\rm osc}_l$ be $H_l$ with $-Z/r$ replaced by $\tfrac12\omega^2r^2$, where $\omega>0$ is the oscillator frequency, and take $W=\omega r-(l+1)/r$. The same expansion gives

$$BA=2H^{\rm osc}_l-(2l+3)\omega,\qquad AB=2H^{\rm osc}_{l+1}-(2l+1)\omega .$$

The two constants now differ, so $A$ raises $l$ by one and lowers the energy by $\omega$.

## The Lean file

```lean
import Mathlib

open Filter Topology

namespace CoulombFactorisation

noncomputable section

/-- The Coulomb superpotential `W(r) = Z/(l+1) - (l+1)/r`. -/
def superW (Z l r : ℝ) : ℝ := Z / (l + 1) - (l + 1) / r

/-- The first-order operator `A = d/dr + W`. -/
def opA (Z l : ℝ) (u : ℝ → ℝ) : ℝ → ℝ := fun r => deriv u r + superW Z l r * u r

/-- The first-order operator `B = -d/dr + W`. -/
def opB (Z l : ℝ) (u : ℝ → ℝ) : ℝ → ℝ := fun r => -deriv u r + superW Z l r * u r

/-- The Coulomb radial operator `H_l = -(1/2) d²/dr² + l(l+1)/(2r²) - Z/r` in atomic units. -/
def coulombH (Z l : ℝ) (u : ℝ → ℝ) : ℝ → ℝ := fun r =>
  -(1 / 2) * deriv (deriv u) r + (l * (l + 1) / (2 * r ^ 2) - Z / r) * u r

/-- The radial function `u` is twice differentiable on the half-line `r > 0`. -/
def TwiceDiff (u : ℝ → ℝ) : Prop :=
  ∀ r : ℝ, 0 < r → DifferentiableAt ℝ u r ∧ DifferentiableAt ℝ (deriv u) r

/-- The radial function `r^(l+1) exp(-Z r/(l+1))`. -/
def circular (Z l r : ℝ) : ℝ := r ^ (l + 1) * Real.exp (-(Z / (l + 1)) * r)

/-- The superpotential has slope `W'(r) = (l+1)/r²` away from the origin. -/
theorem hasDerivAt_superW (Z l : ℝ) {r : ℝ} (hr : r ≠ 0) :
    HasDerivAt (superW Z l) ((l + 1) / r ^ 2) r := by
  have h := ((hasDerivAt_inv hr).const_mul (l + 1)).const_sub (Z / (l + 1))
  have e : superW Z l = fun x => Z / (l + 1) - (l + 1) * x⁻¹ := by
    funext x
    simp only [superW, div_eq_mul_inv]
  rw [e]
  exact h.congr_deriv (by ring)

/-- The derivatives of `A u` and `B u` at `r > 0`, expressed through `u`, `u'` and `u''`. -/
theorem hasDerivAt_opA_opB (Z l : ℝ) {u : ℝ → ℝ} (hu : TwiceDiff u) {r : ℝ} (hr : 0 < r) :
    HasDerivAt (opA Z l u)
      (deriv (deriv u) r + ((l + 1) / r ^ 2 * u r + superW Z l r * deriv u r)) r ∧
    HasDerivAt (opB Z l u)
      (-deriv (deriv u) r + ((l + 1) / r ^ 2 * u r + superW Z l r * deriv u r)) r := by
  have h1 := (hasDerivAt_superW Z l hr.ne').fun_mul (hu r hr).1.hasDerivAt
  have h2 := (hu r hr).2.hasDerivAt
  have hA := h2.fun_add h1
  have hB := h2.fun_neg.fun_add h1
  exact ⟨hA, hB⟩

/-- Factorisation of the Coulomb problem: on `r > 0`, `B A u = 2 H_l u + Z² u/(l+1)²` and
`A B u = 2 H_(l+1) u + Z² u/(l+1)²`. -/
theorem coulomb_factorisation {Z l : ℝ} (hl : l + 1 ≠ 0) {u : ℝ → ℝ} (hu : TwiceDiff u)
    {r : ℝ} (hr : 0 < r) :
    opB Z l (opA Z l u) r = 2 * coulombH Z l u r + Z ^ 2 / (l + 1) ^ 2 * u r ∧
    opA Z l (opB Z l u) r = 2 * coulombH Z (l + 1) u r + Z ^ 2 / (l + 1) ^ 2 * u r := by
  have hr0 : r ≠ 0 := hr.ne'
  obtain ⟨hA, hB⟩ := hasDerivAt_opA_opB Z l hu hr
  constructor
  · -- the cross terms `W u'` cancel and `W² - W'` remains
    change -deriv (opA Z l u) r + superW Z l r * (deriv u r + superW Z l r * u r) = _
    rw [hA.deriv]
    simp only [coulombH, superW]
    field_simp
    ring
  · -- in the opposite order `W² + W'` remains
    change deriv (opB Z l u) r + superW Z l r * (-deriv u r + superW Z l r * u r) = _
    rw [hB.deriv]
    simp only [coulombH, superW]
    field_simp
    ring

/-- If `v = k u` on `r > 0`, then `A v = k A u` and `B v = k B u` there. -/
theorem op_of_eq_mul (Z l : ℝ) {k : ℝ} {u v : ℝ → ℝ} (hu : TwiceDiff u)
    (hv : ∀ r : ℝ, 0 < r → v r = k * u r) {r : ℝ} (hr : 0 < r) :
    opA Z l v r = k * opA Z l u r ∧ opB Z l v r = k * opB Z l u r := by
  have hev : v =ᶠ[𝓝 r] fun s => k * u s := by
    filter_upwards [Ioi_mem_nhds hr] with s hs using hv s hs
  have hd : deriv v r = k * deriv u r := by
    rw [hev.deriv_eq]
    exact ((hu r hr).1.hasDerivAt.const_mul k).deriv
  simp only [opA, opB, hd, hv r hr]
  constructor <;> ring

/-- `A` takes a solution of the radial equation for `l` to a solution for `l+1` with the
same energy `E`. -/
theorem ladder_up {Z l E : ℝ} (hl : l + 1 ≠ 0) {u : ℝ → ℝ} (hu : TwiceDiff u)
    (hE : ∀ r : ℝ, 0 < r → coulombH Z l u r = E * u r) :
    TwiceDiff (opA Z l u) ∧
    ∀ r : ℝ, 0 < r → coulombH Z (l + 1) (opA Z l u) r = E * opA Z l u r := by
  have hBA : ∀ r : ℝ, 0 < r →
      opB Z l (opA Z l u) r = (2 * E + Z ^ 2 / (l + 1) ^ 2) * u r := fun r hr => by
    rw [(coulomb_factorisation hl hu hr).1, hE r hr]
    ring
  -- the first-order relation for `A u` supplies its second derivative
  have hT : TwiceDiff (opA Z l u) := fun r hr => by
    have hA := (hasDerivAt_opA_opB Z l hu hr).1.differentiableAt
    have hW := (hasDerivAt_superW Z l hr.ne').differentiableAt
    refine ⟨hA, ((hW.fun_mul hA).fun_sub ((hu r hr).1.const_mul
      (2 * E + Z ^ 2 / (l + 1) ^ 2))).congr_of_eventuallyEq ?_⟩
    filter_upwards [Ioi_mem_nhds hr] with s hs
    have h : -deriv (opA Z l u) s + superW Z l s * opA Z l u s = _ := hBA s hs
    linear_combination -h
  refine ⟨hT, fun r hr => ?_⟩
  have h1 := (op_of_eq_mul Z l hu hBA hr).1
  have h2 := (coulomb_factorisation (Z := Z) hl hT hr).2
  linear_combination (h1 - h2) / 2

/-- `B` takes a solution of the radial equation for `l+1` to a solution for `l` with the
same energy `E`. -/
theorem ladder_down {Z l E : ℝ} (hl : l + 1 ≠ 0) {u : ℝ → ℝ} (hu : TwiceDiff u)
    (hE : ∀ r : ℝ, 0 < r → coulombH Z (l + 1) u r = E * u r) :
    TwiceDiff (opB Z l u) ∧
    ∀ r : ℝ, 0 < r → coulombH Z l (opB Z l u) r = E * opB Z l u r := by
  have hAB : ∀ r : ℝ, 0 < r →
      opA Z l (opB Z l u) r = (2 * E + Z ^ 2 / (l + 1) ^ 2) * u r := fun r hr => by
    rw [(coulomb_factorisation hl hu hr).2, hE r hr]
    ring
  -- the first-order relation for `B u` supplies its second derivative
  have hT : TwiceDiff (opB Z l u) := fun r hr => by
    have hB := (hasDerivAt_opA_opB Z l hu hr).2.differentiableAt
    have hW := (hasDerivAt_superW Z l hr.ne').differentiableAt
    refine ⟨hB, (((hu r hr).1.const_mul (2 * E + Z ^ 2 / (l + 1) ^ 2)).fun_sub
      (hW.fun_mul hB)).congr_of_eventuallyEq ?_⟩
    filter_upwards [Ioi_mem_nhds hr] with s hs
    have h : deriv (opB Z l u) s + superW Z l s * opB Z l u s = _ := hAB s hs
    linear_combination h
  refine ⟨hT, fun r hr => ?_⟩
  have h1 := (op_of_eq_mul Z l hu hAB hr).2
  have h2 := (coulomb_factorisation (Z := Z) hl hT hr).1
  linear_combination (h1 - h2) / 2

/-- The function `r^(l+1) exp(-Z r/(l+1))` is twice differentiable on `r > 0`, is annihilated
by `A`, and solves the radial equation for `l` with energy `-Z²/(2(l+1)²)`. -/
theorem circular_solution {Z l : ℝ} (hl : l + 1 ≠ 0) :
    TwiceDiff (circular Z l) ∧ ∀ r : ℝ, 0 < r → opA Z l (circular Z l) r = 0 ∧
      coulombH Z l (circular Z l) r = -(Z ^ 2 / (l + 1) ^ 2 / 2) * circular Z l r := by
  have hd : ∀ r : ℝ, 0 < r →
      HasDerivAt (circular Z l) (-(superW Z l r * circular Z l r)) r := fun r hr => by
    have h := (Real.hasDerivAt_rpow_const (p := l + 1) (Or.inl hr.ne')).fun_mul
      ((hasDerivAt_id' r).const_mul (-(Z / (l + 1)))).exp
    refine HasDerivAt.congr_deriv h ?_
    rw [Real.rpow_sub_one hr.ne']
    simp only [superW, circular]
    ring
  have hT : TwiceDiff (circular Z l) := fun r hr => by
    have hW := (hasDerivAt_superW Z l hr.ne').differentiableAt
    refine ⟨(hd r hr).differentiableAt,
      (hW.fun_mul (hd r hr).differentiableAt).fun_neg.congr_of_eventuallyEq ?_⟩
    filter_upwards [Ioi_mem_nhds hr] with s hs using (hd s hs).deriv
  have hA : ∀ r : ℝ, 0 < r → opA Z l (circular Z l) r = 0 * circular Z l r := fun r hr => by
    simp only [opA, (hd r hr).deriv]
    ring
  refine ⟨hT, fun r hr => ⟨by rw [hA r hr, zero_mul], ?_⟩⟩
  -- `B A` gives zero, so the factorisation fixes the energy
  have h1 := (op_of_eq_mul Z l hT hA hr).2
  have h2 := (coulomb_factorisation (Z := Z) hl hT hr).1
  linear_combination (h1 - h2) / 2

end

end CoulombFactorisation
```

```lean
#print axioms CoulombFactorisation.coulomb_factorisation
-- 'CoulombFactorisation.coulomb_factorisation' depends on axioms: [propext, Classical.choice, Quot.sound]
#print axioms CoulombFactorisation.ladder_up
-- 'CoulombFactorisation.ladder_up' depends on axioms: [propext, Classical.choice, Quot.sound]
#print axioms CoulombFactorisation.ladder_down
-- 'CoulombFactorisation.ladder_down' depends on axioms: [propext, Classical.choice, Quot.sound]
#print axioms CoulombFactorisation.circular_solution
-- 'CoulombFactorisation.circular_solution' depends on axioms: [propext, Classical.choice, Quot.sound]
```

## How the Lean terms match the physics

A radial function is a map `ℝ → ℝ`, and `opA`, `opB` and `coulombH` act on it through Lean's derivative `deriv`. The predicate `TwiceDiff u` requires that $u$ and $u'$ be differentiable at every $r>0$; values at $r\le0$ are unrestricted. Both $Z$ and $l$ are real numbers, and the hypothesis `hl : l + 1 ≠ 0` excludes the one value at which $W$ is undefined. The exponent in `circular`, which is the function $f$, is therefore a real power.

`coulomb_factorisation` states the two identities at each $r>0$. In `ladder_up` and `ladder_down`, the hypothesis `hE` is the radial equation on the whole half-line, and the conclusion contains both the differentiability of the image and its radial equation. `circular_solution` states that $f$ is twice differentiable, that $Af=0$, and that $f$ has the energy found above.

## How the proof follows the derivation

`hasDerivAt_superW` supplies $W'$, and `hasDerivAt_opA_opB` applies the product rule to $Au$ and $Bu$. In `coulomb_factorisation`, `change` unfolds the outer operator, the computed derivative is substituted, and `field_simp` with `ring` carries out the expansion of $W^2\mp W'$.

The relation $BAu=\kappa u$ is known only for $r>0$, while `deriv` is defined for functions on the full line. `op_of_eq_mul` deals with this: each $r>0$ has a neighbourhood inside the half-line, so the derivatives of the two sides agree there. The ladder theorems use the same locality to obtain the second derivative from the first-order relation. Their last line, `linear_combination (h1 - h2) / 2`, compares the two expressions for $A(BAu)$, or for $B(ABu)$ when going down.

`circular_solution` first proves $f'=-Wf$. It then writes $Af=0\cdot f$, so that `op_of_eq_mul` gives $BAf=0$ and the factorisation fixes the energy.

## Solutions on the half-line, without boundary conditions

The theorems concern a differential equation on $r>0$. They impose no behaviour at the origin or at infinity, so they neither select bound states nor establish the hydrogen spectrum. For a repulsive charge $Z<0$ and $l\ge0$, for instance, `circular_solution` still applies, although $f$ then grows exponentially and describes no bound state.

The image under a ladder operator may also be zero, as $Af$ is, and the conclusion is then trivial. A code that climbs in $l$ must stop at $l=n-1$. The norm factors and the oscillator relations given above were derived by hand and are not among the theorems of the file.
